# Average sign of the antiferromagnetic spin-1/2 Heisenberg triangle in the \(S^z\) basis: closed form and decay as \(2e^{-\beta J/2}\)

Three spins one-half sit on the corners of a triangle, with \(\hbar=k_B=1\) and each bond counted once:

\[
H=J\,(\mathbf S_1\cdot\mathbf S_2+\mathbf S_2\cdot\mathbf S_3+\mathbf S_1\cdot\mathbf S_3).
\]

Positive \(J\) is antiferromagnetic. The basis consists of the eight products of \(S^z\) eigenstates, with 0 for up and 1 for down. The matrix \(H'\) has the same diagonal as \(H\) and all off-diagonal signs reversed. With inverse temperature \(\beta\), write \(x=\beta J\), \(Z=\operatorname{tr}e^{-\beta H}\), \(Z'=\operatorname{tr}e^{-\beta H'}\) and \(\langle s\rangle=Z/Z'\).

## Closed form, bound and limit

For all real \(\beta\) and \(J\),

\[
\langle s\rangle=\frac{4e^{3x/4}+4e^{-3x/4}}{2e^{5x/4}+4e^{-x/4}+2e^{-3x/4}} .
\]

If \(J>0\) and \(\beta>0\), then \(0<\langle s\rangle<1\). If \(J>0\) is fixed and \(\beta\to\infty\), then \(\langle s\rangle e^{x/2}\to 2\).

## The reference value for a world-line code

A world-line code in the \(S^z\) basis expands \(Z\) in closed paths of configurations. Each off-diagonal move from \(t\) to \(s\) contributes a factor \(-H_{st}\), and the diagonal contributes positive exponentials. For \(J>0\), one flipped spin that travels once around the triangle picks up \((-J/2)^3<0\). Sampling with absolute weights replaces \(-H_{st}\) by \(|H_{st}|=-H'_{st}\), so the absolute weights sum to \(Z'\), and the mean sign of the samples is \(Z/Z'\).

For this three-spin model, a code without time-step error whose updates reach all closed paths, in every magnetisation sector and with every winding around the triangle, should therefore reproduce the closed form within its statistical error. At \(x=4\) the value is about 0.2699. At large \(x\), the number of independent samples needed for a fixed relative error of the sign grows as \(\langle s\rangle^{-2}\approx e^{x}/4\).

## Spectra of the two matrices

Let \(P_{ij}\) exchange spins \(i\) and \(j\). On a triplet \(\mathbf S_i\cdot\mathbf S_j=1/4\) and \(P_{ij}=1\); on a singlet the values are \(-3/4\) and \(-1\). Hence \(\mathbf S_i\cdot\mathbf S_j=\tfrac12P_{ij}-\tfrac14\), and

\[
\frac{4H}{J}=2(P_{12}+P_{23}+P_{13})-3
\]

for \(J\neq0\). The two fully polarised states have eigenvalue \(6-3=3\), for both \(4H/J\) and \(4H'/J\).

On the states with one spin down, exactly one of the three exchanges leaves the configuration unchanged, and the other two move the down spin. The blocks of \(4H/J\) and \(4H'/J\) are

\[
\begin{pmatrix}-1&2&2\\2&-1&2\\2&2&-1\end{pmatrix},\qquad
\begin{pmatrix}-1&-2&-2\\-2&-1&-2\\-2&-2&-1\end{pmatrix}.
\]

Both have the uniform eigenvector \((1,1,1)/\sqrt3\), with eigenvalues \(3\) and \(-5\). Every vector whose components sum to zero, such as \((1,-1,0)/\sqrt2\), is also an eigenvector of both, with eigenvalues \(-3\) and \(1\). The states with two spins down give the same blocks.

| Matrix | Eigenvalues with multiplicities |
|---|---|
| \(4H/J\) | \(3\) (4), \(-3\) (4) |
| \(4H'/J\) | \(-5\) (2), \(1\) (4), \(3\) (2) |

An eigenvalue \(d\) contributes \(e^{-xd/4}\) to the trace, which gives the closed form. At \(J=0\) both traces are 8, in agreement with it.

For the limit, multiply by \(e^{x/2}\) and divide numerator and denominator by \(e^{5x/4}\):

\[
\langle s\rangle e^{x/2}=\frac{4+4e^{-3x/2}}{2+4e^{-3x/2}+2e^{-2x}}\longrightarrow 2 .
\]

For the bound, set \(a=e^{x/4}\). Then

\[
Z'-Z=2a^{-3}(a^8-2a^6+2a^2-1)=2a^{-3}(a^2-1)^3(a^2+1),
\]

which is positive when \(x>0\), since then \(a>1\). Both traces are positive, so \(0<\langle s\rangle<1\).

**If \(J>0\) is dropped.** Take \(J=-1\) and \(\beta=4\). The ratio is about 1.58, so the upper bound fails. For \(J=-1\) and \(\beta\to\infty\) the ratio tends to 2, and its product with \(e^{x/2}\) tends to 0. The off-diagonal elements of \(H\) are then already non-positive, and \(H'\) is no longer the matrix of absolute weights, so the ratio \(Z/Z'\) is not an average sign there.

**Reversing too many signs.** Replacing \(J\) by \(-J\) does not produce \(H'\), because it reverses the diagonal as well. The spectrum of \(H\) is symmetric about zero, so \(\operatorname{tr}e^{\beta H}=\operatorname{tr}e^{-\beta H}\), and the ratio formed in this way is 1 at every temperature. The sign problem would seem to be absent.

## The Lean file

```lean
import Mathlib

open Matrix Filter Topology
open scoped Kronecker

namespace HeisenbergTriangleSign

noncomputable section

/-- Basis configurations of three spins one-half; `0` is up and `1` is down. -/
abbrev Config := Fin 2 × Fin 2 × Fin 2

local notation "𝟙" => (1 : Matrix (Fin 2) (Fin 2) ℂ)

/-- The three spin-1/2 matrices, in units of the reduced Planck constant. -/
def spin : Fin 3 → Matrix (Fin 2) (Fin 2) ℂ :=
  ![!![0, 1/2; 1/2, 0], !![0, -Complex.I/2; Complex.I/2, 0], !![1/2, 0; 0, -1/2]]

/-- The Heisenberg Hamiltonian `J (S₁·S₂ + S₂·S₃ + S₁·S₃)` of the triangle. -/
def heisenberg (J : ℝ) : Matrix Config Config ℂ :=
  (J : ℂ) • ∑ a, (spin a ⊗ₖ (spin a ⊗ₖ 𝟙) + 𝟙 ⊗ₖ (spin a ⊗ₖ spin a)
    + spin a ⊗ₖ (𝟙 ⊗ₖ spin a))

/-- The matrix with the same diagonal and all off-diagonal signs reversed. -/
def reversed (A : Matrix Config Config ℂ) : Matrix Config Config ℂ :=
  Matrix.of fun s t => if s = t then A s t else -A s t

/-- The trace of the Boltzmann operator `exp(-βA)`. -/
def boltzmannTrace (β : ℝ) (A : Matrix Config Config ℂ) : ℂ :=
  Matrix.trace (NormedSpace.exp (-(β : ℂ) • A))

/-- The ratio of the partition function of the triangle to that of the sign-reversed matrix. -/
def averageSign (J β : ℝ) : ℝ :=
  (boltzmannTrace β (heisenberg J)).re / (boltzmannTrace β (reversed (heisenberg J))).re

/-- Four times the matrix element of `S·S'` from `(k, l)` to `(i, j)`. -/
def exchange (i j k l : Fin 2) : ℤ :=
  2 * (if i = l ∧ j = k then 1 else 0) - (if i = k ∧ j = l then 1 else 0)

/-- The integer matrix elements of `4H/J`. -/
def table (s t : Config) : ℤ :=
  exchange s.1 s.2.1 t.1 t.2.1 * (if s.2.2 = t.2.2 then 1 else 0)
  + exchange s.2.1 s.2.2 t.2.1 t.2.2 * (if s.1 = t.1 then 1 else 0)
  + exchange s.1 s.2.2 t.1 t.2.2 * (if s.2.1 = t.2.1 then 1 else 0)

/-- The binary number of a configuration. -/
def enc (s : Config) : Fin 8 :=
  ⟨4 * s.1.val + 2 * s.2.1.val + s.2.2.val, by
    have h1 := s.1.isLt
    have h2 := s.2.1.isLt
    have h3 := s.2.2.isLt
    omega⟩

/-- Common eigenvectors of the two matrices, as columns. -/
def modes (s t : Config) : ℤ :=
  !![1,0,0,0,0,0,0,0; 0,1,1,0,1,0,0,0; 0,1,-1,0,0,0,0,0; 0,0,0,1,0,1,1,0;
     0,1,0,0,-1,0,0,0; 0,0,0,1,0,-1,0,0; 0,0,0,1,0,0,-1,0; 0,0,0,0,0,0,0,1] (enc s) (enc t)

/-- Three times the inverse of the matrix of eigenvectors. -/
def dualModes (s t : Config) : ℤ :=
  !![3,0,0,0,0,0,0,0; 0,1,1,0,1,0,0,0; 0,1,-2,0,1,0,0,0; 0,0,0,1,0,1,1,0;
     0,1,1,0,-2,0,0,0; 0,0,0,1,0,-2,1,0; 0,0,0,1,0,1,-2,0; 0,0,0,0,0,0,0,3] (enc s) (enc t)

/-- The scalar product of two spins one-half is half the exchange of the spins
minus one quarter of the identity, written in matrix elements. -/
theorem spin_exchange (i j k l : Fin 2) :
    ∑ a, spin a i k * spin a j l = (exchange i j k l : ℂ) / 4 := by
  fin_cases i <;> fin_cases j <;> fin_cases k <;> fin_cases l <;>
    simp [spin, exchange, Fin.sum_univ_three] <;>
    first
    | ring1
    | linear_combination (1/4 : ℂ) * Complex.I_sq
    | linear_combination (-1/4 : ℂ) * Complex.I_sq

/-- The matrix elements of the triangle Hamiltonian are `J/4` times integers. -/
theorem heisenberg_apply (J : ℝ) (s t : Config) :
    heisenberg J s t = (J : ℂ) * (table s t : ℂ) / 4 := by
  have h12 := spin_exchange s.1 s.2.1 t.1 t.2.1
  have h23 := spin_exchange s.2.1 s.2.2 t.2.1 t.2.2
  have h13 := spin_exchange s.1 s.2.2 t.1 t.2.2
  rw [Fin.sum_univ_three] at h12 h23 h13
  simp only [heisenberg, table, Fin.sum_univ_three, Matrix.smul_apply, Matrix.add_apply,
    Matrix.kroneckerMap_apply, Matrix.one_apply, smul_eq_mul]
  push_cast
  linear_combination (J : ℂ) * (if s.2.2 = t.2.2 then (1 : ℂ) else 0) * h12
    + (J : ℂ) * (if s.1 = t.1 then (1 : ℂ) else 0) * h23
    + (J : ℂ) * (if s.2.1 = t.2.1 then (1 : ℂ) else 0) * h13

/-- For `J ≥ 0` each off-diagonal element of the sign-reversed matrix is minus the
modulus of the corresponding element of the Hamiltonian. -/
theorem reversed_offDiag {J : ℝ} (hJ : 0 ≤ J) {s t : Config} (h : s ≠ t) :
    reversed (heisenberg J) s t = -((‖heisenberg J s t‖ : ℝ) : ℂ) := by
  have hall : ∀ s t : Config, s ≠ t → 0 ≤ table s t := by decide +kernel
  have hc : (0 : ℝ) ≤ (table s t : ℝ) := by exact_mod_cast hall s t h
  have e : heisenberg J s t = ((J * (table s t : ℝ) / 4 : ℝ) : ℂ) := by
    simp [heisenberg_apply]
  simp only [reversed, Matrix.of_apply, if_neg h]
  rw [e, Complex.norm_real, Real.norm_of_nonneg (div_nonneg (mul_nonneg hJ hc) (by norm_num))]

/-- If the columns of an invertible `U` are eigenvectors of `A`, the trace of `exp A`
is the sum of the exponentials of the eigenvalues. -/
theorem trace_exp_of_eigenbasis {n : Type*} [Fintype n] [DecidableEq n]
    (A U V : Matrix n n ℂ) (d : n → ℂ) (hVU : V * U = 1) (hAU : A * U = U * diagonal d) :
    Matrix.trace (NormedSpace.exp A) = ∑ i, Complex.exp (d i) := by
  have hUV : U * V = 1 := mul_eq_one_comm.mp hVU
  have hinv : U⁻¹ = V := Matrix.inv_eq_right_inv hUV
  have hU : IsUnit U := ⟨⟨U, V, hUV, hVU⟩, rfl⟩
  have hA : A = U * diagonal d * U⁻¹ := by rw [hinv, ← hAU, mul_assoc, hUV, mul_one]
  rw [hA, Matrix.exp_conj _ _ hU, hinv, Matrix.trace_mul_comm, ← mul_assoc, hVU, one_mul,
    Matrix.exp_diagonal, Matrix.trace_diagonal]
  refine Finset.sum_congr rfl fun i _ => ?_
  rw [Complex.exp_eq_exp_ℂ]
  first
  | rw [Pi.exp_apply]
  | rw [NormedSpace.Pi.exp_apply]
  | simp

/-- If `A` is `J/4` times an integer matrix `K` with the common eigenvectors and levels `d`,
its Boltzmann trace is the sum of `exp(-βJd/4)` over the levels. -/
theorem boltzmannTrace_of_levels (β J : ℝ) (A : Matrix Config Config ℂ)
    (K : Config → Config → ℤ) (d : Config → ℤ)
    (hA : ∀ s t, A s t = (J : ℂ) * (K s t : ℂ) / 4)
    (hK : ∀ s t, ∑ k, K s k * modes k t = modes s t * d t) :
    boltzmannTrace β A = ∑ s, Complex.exp (-((β : ℂ) * J) * (d s : ℂ) / 4) := by
  have hdual : ∀ s t, ∑ k, dualModes s k * modes k t = if s = t then 3 else 0 := by
    decide +kernel
  refine trace_exp_of_eigenbasis _ (Matrix.of fun s t => (modes s t : ℂ))
    (Matrix.of fun s t => (dualModes s t : ℂ) / 3) _ ?_ ?_
  · ext s t
    have h := congrArg (Int.cast : ℤ → ℂ) (hdual s t)
    push_cast at h
    rw [Matrix.mul_apply, Matrix.one_apply]
    calc _ = (∑ k, (dualModes s k : ℂ) * (modes k t : ℂ)) / 3 := by
          rw [Finset.sum_div]
          refine Finset.sum_congr rfl fun k _ => ?_
          simp only [Matrix.of_apply]
          ring
      _ = _ := by rw [h]; split_ifs <;> norm_num
  · ext s t
    have h := congrArg (Int.cast : ℤ → ℂ) (hK s t)
    push_cast at h
    rw [Matrix.mul_apply, Matrix.mul_diagonal]
    calc _ = (-((β : ℂ) * J) / 4) * ∑ k, (K s k : ℂ) * (modes k t : ℂ) := by
          rw [Finset.mul_sum]
          refine Finset.sum_congr rfl fun k _ => ?_
          simp only [Matrix.smul_apply, smul_eq_mul, hA, Matrix.of_apply]
          ring
      _ = _ := by rw [h]; simp only [Matrix.of_apply]; ring

/-- The partition function of the Heisenberg triangle. -/
theorem trace_heisenberg (J β : ℝ) : boltzmannTrace β (heisenberg J) =
    ((4 * Real.exp (3 * (β * J) / 4) + 4 * Real.exp (-3 * (β * J) / 4) : ℝ) : ℂ) := by
  let d : Config → ℤ := fun s => ![3, 3, -3, 3, -3, -3, -3, 3] (enc s)
  have hK : ∀ s t, ∑ k, table s k * modes k t
      = modes s t * ![3, 3, -3, 3, -3, -3, -3, 3] (enc t) := by decide +kernel
  have hsum : ∀ f : ℤ → ℂ, ∑ s, f (d s) = 4 * f (-3) + 4 * f 3 := by
    intro f
    simp only [Fintype.sum_prod_type, Fin.sum_univ_two]
    change f 3 + f 3 + (f (-3) + f 3) + (f (-3) + f (-3) + (f (-3) + f 3)) = _
    ring
  refine (boltzmannTrace_of_levels β J _ table d (heisenberg_apply J) hK).trans
    ((hsum fun m => Complex.exp (-((β : ℂ) * J) * (m : ℂ) / 4)).trans ?_)
  push_cast
  ring_nf

/-- The partition function of the sign-reversed matrix. -/
theorem trace_reversed (J β : ℝ) : boltzmannTrace β (reversed (heisenberg J)) =
    ((2 * Real.exp (5 * (β * J) / 4) + 4 * Real.exp (-(β * J) / 4)
      + 2 * Real.exp (-3 * (β * J) / 4) : ℝ) : ℂ) := by
  let d : Config → ℤ := fun s => ![3, -5, 1, -5, 1, 1, 1, 3] (enc s)
  have hK : ∀ s t, ∑ k, (if s = k then table s k else -table s k) * modes k t
      = modes s t * ![3, -5, 1, -5, 1, 1, 1, 3] (enc t) := by decide +kernel
  have hsum : ∀ f : ℤ → ℂ, ∑ s, f (d s) = 2 * f (-5) + 4 * f 1 + 2 * f 3 := by
    intro f
    simp only [Fintype.sum_prod_type, Fin.sum_univ_two]
    change f 3 + f (-5) + (f 1 + f (-5)) + (f 1 + f 1 + (f 1 + f 3)) = _
    ring
  refine (boltzmannTrace_of_levels β J _ (fun s t => if s = t then table s t else -table s t) d
    (fun s t => ?_) hK).trans
    ((hsum fun m => Complex.exp (-((β : ℂ) * J) * (m : ℂ) / 4)).trans ?_)
  · by_cases h : s = t <;> simp [reversed, h, heisenberg_apply]
    ring
  · push_cast
    ring_nf

/-- The ratio `averageSign` in closed form, for all real `J` and `β`. -/
theorem averageSign_eq (J β : ℝ) : averageSign J β =
    (4 * Real.exp (3 * (β * J) / 4) + 4 * Real.exp (-3 * (β * J) / 4)) /
    (2 * Real.exp (5 * (β * J) / 4) + 4 * Real.exp (-(β * J) / 4)
      + 2 * Real.exp (-3 * (β * J) / 4)) := by
  rw [averageSign, trace_heisenberg, trace_reversed, Complex.ofReal_re, Complex.ofReal_re]

/-- For antiferromagnetic coupling and positive inverse temperature the average sign lies
strictly between zero and one. -/
theorem averageSign_mem_Ioo {J β : ℝ} (hJ : 0 < J) (hβ : 0 < β) :
    averageSign J β ∈ Set.Ioo (0 : ℝ) 1 := by
  rw [averageSign_eq]
  refine ⟨by positivity, ?_⟩
  rw [div_lt_one (by positivity)]
  have ha : 1 < Real.exp (β * J / 4) := Real.one_lt_exp_iff.mpr (by positivity)
  have h3 : Real.exp (3 * (β * J) / 4) = Real.exp (β * J / 4) ^ 3 := by
    rw [← Real.exp_nat_mul]; congr 1; push_cast; ring
  have h5 : Real.exp (5 * (β * J) / 4) = Real.exp (β * J / 4) ^ 5 := by
    rw [← Real.exp_nat_mul]; congr 1; push_cast; ring
  have m1 : Real.exp (-(β * J) / 4) = (Real.exp (β * J / 4))⁻¹ := by
    rw [← Real.exp_neg]; congr 1; ring
  have m3 : Real.exp (-3 * (β * J) / 4) = (Real.exp (β * J / 4))⁻¹ ^ 3 := by
    rw [← Real.exp_neg, ← Real.exp_nat_mul]; congr 1; push_cast; ring
  rw [h3, h5, m1, m3]
  generalize Real.exp (β * J / 4) = a at ha
  have ha0 : 0 < a := by linarith
  have hq : 0 < a ^ 2 - 1 := by nlinarith
  -- the difference of the two partition functions factorises
  have key : 2 * a ^ 5 + 4 * a⁻¹ + 2 * a⁻¹ ^ 3 - (4 * a ^ 3 + 4 * a⁻¹ ^ 3)
      = 2 * a⁻¹ ^ 3 * ((a ^ 2 - 1) ^ 3 * (a ^ 2 + 1)) := by
    have hab : a * a⁻¹ = 1 := mul_inv_cancel₀ ha0.ne'
    generalize a⁻¹ = b at hab
    have e2 : a ^ 2 * b ^ 3 = b := by
      calc a ^ 2 * b ^ 3 = (a * b) ^ 2 * b := by ring
        _ = b := by rw [hab]; ring
    have e6 : a ^ 6 * b ^ 3 = a ^ 3 := by
      calc a ^ 6 * b ^ 3 = (a * b) ^ 3 * a ^ 3 := by ring
        _ = a ^ 3 := by rw [hab]; ring
    have e8 : a ^ 8 * b ^ 3 = a ^ 5 := by
      calc a ^ 8 * b ^ 3 = (a * b) ^ 3 * a ^ 5 := by ring
        _ = a ^ 5 := by rw [hab]; ring
    linear_combination (-2) * e8 + 4 * e6 - 4 * e2
  have hpos : 0 < 2 * a⁻¹ ^ 3 * ((a ^ 2 - 1) ^ 3 * (a ^ 2 + 1)) := by positivity
  linarith

/-- For antiferromagnetic coupling the average sign times `exp(βJ/2)` tends to two
as the temperature goes to zero. -/
theorem averageSign_asymptotic {J : ℝ} (hJ : 0 < J) :
    Tendsto (fun β : ℝ => averageSign J β * Real.exp (β * J / 2)) atTop (𝓝 2) := by
  have hexp : ∀ c : ℝ, 0 < c →
      Tendsto (fun β : ℝ => Real.exp (-(c * (β * J)))) atTop (𝓝 0) := fun c hc =>
    Real.tendsto_exp_neg_atTop_nhds_zero.comp
      ((tendsto_id.atTop_mul_const hJ).const_mul_atTop hc)
  have h1 := hexp (3/2) (by norm_num)
  have h2 := hexp 2 (by norm_num)
  have hlim : Tendsto (fun β : ℝ => (4 + 4 * Real.exp (-(3/2 * (β * J)))) /
      (2 + 4 * Real.exp (-(3/2 * (β * J))) + 2 * Real.exp (-(2 * (β * J))))) atTop
      (𝓝 ((4 + 4 * 0) / (2 + 4 * 0 + 2 * 0))) :=
    ((h1.const_mul 4).const_add 4).div
      (((h1.const_mul 4).const_add 2).add (h2.const_mul 2)) (by norm_num)
  have e : ((4 + 4 * 0) / (2 + 4 * 0 + 2 * 0) : ℝ) = 2 := by norm_num
  rw [e] at hlim
  refine hlim.congr fun β => ?_
  -- take the dominant factor exp(5βJ/4) out of numerator and denominator
  have a1 : Real.exp (3 * (β * J) / 4) * Real.exp (β * J / 2) = Real.exp (5 * (β * J) / 4) := by
    rw [← Real.exp_add]; congr 1; ring
  have a2 : Real.exp (-3 * (β * J) / 4) * Real.exp (β * J / 2)
      = Real.exp (5 * (β * J) / 4) * Real.exp (-(3/2 * (β * J))) := by
    rw [← Real.exp_add, ← Real.exp_add]; congr 1; ring
  have a3 : Real.exp (-(β * J) / 4)
      = Real.exp (5 * (β * J) / 4) * Real.exp (-(3/2 * (β * J))) := by
    rw [← Real.exp_add]; congr 1; ring
  have a4 : Real.exp (-3 * (β * J) / 4)
      = Real.exp (5 * (β * J) / 4) * Real.exp (-(2 * (β * J))) := by
    rw [← Real.exp_add]; congr 1; ring
  rw [averageSign_eq,
    ← mul_div_mul_left _ (2 + 4 * Real.exp (-(3/2 * (β * J))) + 2 * Real.exp (-(2 * (β * J))))
      (Real.exp_pos (5 * (β * J) / 4)).ne']
  refine Eq.trans ?_ (div_mul_eq_mul_div _ _ _).symm
  congr 1
  · linear_combination (-4) * a1 - 4 * a2
  · linear_combination (-4) * a3 - 2 * a4

end

end HeisenbergTriangleSign
```

```lean
#print axioms HeisenbergTriangleSign.reversed_offDiag
#print axioms HeisenbergTriangleSign.averageSign_eq
#print axioms HeisenbergTriangleSign.averageSign_mem_Ioo
#print axioms HeisenbergTriangleSign.averageSign_asymptotic
```

```
'HeisenbergTriangleSign.reversed_offDiag' depends on axioms: [propext, Classical.choice, Quot.sound]
'HeisenbergTriangleSign.averageSign_eq' depends on axioms: [propext, Classical.choice, Quot.sound]
'HeisenbergTriangleSign.averageSign_mem_Ioo' depends on axioms: [propext, Classical.choice, Quot.sound]
'HeisenbergTriangleSign.averageSign_asymptotic' depends on axioms: [propext, Classical.choice, Quot.sound]
```

## What the Lean statements say about the model

`Config` is the set of eight configurations, and `heisenberg J` is built from the complex spin matrices by Kronecker products, with one term per bond and spin component. `reversed` changes the off-diagonal signs. `boltzmannTrace` uses the matrix exponential, not an entrywise one or a Trotter product. `averageSign` divides the real parts of the two traces; `trace_heisenberg` and `trace_reversed` show that both traces are real, so nothing is lost.

`averageSign_eq` is the closed form for all real `J` and `β`. `averageSign_mem_Ioo` is the strict bound for positive `J` and `β`, and `averageSign_asymptotic` is the limit at fixed positive `J`. `reversed_offDiag` shows that for \(J\ge0\) the off-diagonal elements of \(H'\) are \(-|H_{st}|\). The link from there to the mean sign of sampled paths is the expansion argument given above, not a theorem in the file.

The results concern three spins with equal couplings, no field and the \(S^z\) basis. Another basis or an auxiliary-field decomposition can have a different average sign, and the rate \(J/2\) says nothing about larger lattices.

## How the proof follows the derivation

`spin_exchange` checks the exchange identity for all sixteen index choices. `heisenberg_apply` adds the three bonds and obtains \(H_{st}=J\,K_{st}/4\), where the integers \(K_{st}\) are given by `table`.

The columns of `modes` are the common eigenvectors, left unnormalised so that all entries are integers. The two zero-sum vectors in each block are not orthogonal, so the proof uses an explicit inverse, `dualModes` divided by 3, in place of a transpose. `decide +kernel` verifies the inverse and the eigenvector equations in integer arithmetic.

`trace_exp_of_eigenbasis` writes \(A=UDU^{-1}\) and uses the cyclic property to get \(\operatorname{tr}e^A=\sum_i e^{d_i}\). `boltzmannTrace_of_levels` applies this to \(-\beta A\), and the two trace theorems group equal levels.

In the bound, `key` is the factorisation in \(a\). In the limit, `a1` to `a4` take out \(e^{5x/4}\), and `hlim` is the limit of the remaining quotient.
